# The su(2) doublet is equivalent to its conjugate; the su(3) triplet is not

## Reversing the weights

A spin-1/2 electron has s_z eigenvalues +1 and −1 (in units of ħ/2). A hole in a filled spin pair carries the opposite values, −1 and +1. This is the same set, and exchanging the two states, with a change of sign on one of them, makes the hole transform under spin rotations as an electron does.

Now take three orbitals and the Gell-Mann matrix l_8 (usually written λ_8), with eigenvalues (1, 1, −2)/√3. Reversal gives (−1, −1, 2)/√3, a different set, and no change of basis can turn one into the other.

## Particles, holes and conjugate generators

If a state transforms with U = exp(iθT), T Hermitian and θ real, the conjugate state transforms with conj(U) = exp(−iθ conj(T)). Its generator is therefore −conj(T). The two representations are equivalent if a single invertible S satisfies, for every generator,

S T = −conj(T) S.

For spinless electrons in three orbitals under all of SU(3), the question is whether one particle and one hole transform alike. The theorems concern the matrices only; that a hole in the filled shell transforms with −conj(T) is physical input.

Throughout, s_a and l_a are the Pauli matrices σ_a and the Gell-Mann matrices λ_a.

## Derivation

**Doublet.** The matrices s_x and s_z are real and anticommute with s_y, so s_y s_a = −s_a s_y = −conj(s_a) s_y. The matrix s_y is imaginary, so −conj(s_y) = s_y, which commutes with itself. Since s_y² = 1, S = s_y is invertible.

**Triplet.** Let T be diagonal with real weights w_i. The (i, j) entry of S T = −T S reads

S_ij w_j = −w_i S_ij, so (w_i + w_j) S_ij = 0.

A nonzero S_ij needs opposite weights. For l_8 the sums w_i + w_j are 2/√3, −1/√3 and −4/√3, with i = j included. None vanishes, so S = 0, which is not invertible.

**Isospin alone.** The generators l_1, l_2, l_3 are Pauli matrices on the first two states and zero on the third. The block matrix with s_y on the first two states and 1 on the third satisfies the relation for all three and squares to 1.

**N ≥ 3.** Take one weight 1 − N and all others 1; the trace is zero. The possible sums are 2 − 2N, 2 − N and 2, all nonzero. At N = 2 the middle sum vanishes, and the doublet escapes.

**Group.** Let ω = exp(2πi/3). Then ω·1 is unitary with determinant ω³ = 1. The relation S U = conj(U) S gives (ω − conj(ω)) S = i√3 S = 0, so S = 0.

The minus sign belongs to the generators and not to the group elements. If it is lost from the generator relation, S = 1 satisfies the relation for l_8, so l_8 alone no longer rules out an invertible S.

## Reading the Lean statements

`ConjIntertwines S T` is the generator relation; `T.map (starRingEnd ℂ)` conjugates each entry without transposing. Invertibility is stated separately, as `IsUnit S`. Numbering starts at zero: `pauli 1` is s_y and `gellMann 7` is l_8. The theorem for general N assumes the relation for every traceless Hermitian matrix, so it needs no choice of basis.

```lean
import Mathlib

open Matrix

namespace GellMannConjugation

noncomputable section

/-- The Pauli matrices s_x, s_y, s_z, numbered 0, 1, 2. -/
def pauli : Fin 3 → Matrix (Fin 2) (Fin 2) ℂ :=
  ![!![0, 1; 1, 0], !![0, -Complex.I; Complex.I, 0], !![1, 0; 0, -1]]

/-- The Gell-Mann matrices l_1, ..., l_8, numbered 0, ..., 7. -/
def gellMann : Fin 8 → Matrix (Fin 3) (Fin 3) ℂ :=
  ![!![0, 1, 0; 1, 0, 0; 0, 0, 0],
    !![0, -Complex.I, 0; Complex.I, 0, 0; 0, 0, 0],
    !![1, 0, 0; 0, -1, 0; 0, 0, 0],
    !![0, 0, 1; 0, 0, 0; 1, 0, 0],
    !![0, 0, -Complex.I; 0, 0, 0; Complex.I, 0, 0],
    !![0, 0, 0; 0, 0, 1; 0, 1, 0],
    !![0, 0, 0; 0, 0, -Complex.I; 0, Complex.I, 0],
    ((1 / √3 : ℝ) : ℂ) • !![1, 0, 0; 0, 1, 0; 0, 0, -2]]

/-- The matrix `S` carries the generator `T` to minus its complex conjugate:
`S T = -conj(T) S`. -/
def ConjIntertwines {n : Type*} [Fintype n] (S T : Matrix n n ℂ) : Prop :=
  S * T = (-(T.map (starRingEnd ℂ))) * S

/-- The matrix s_y is its own inverse and carries each Pauli matrix to minus its
complex conjugate. -/
theorem pauli_self_conjugate :
    pauli 1 * pauli 1 = 1 ∧ ∀ a, ConjIntertwines (pauli 1) (pauli a) := by
  unfold ConjIntertwines
  constructor
  · ext i j
    fin_cases i <;> fin_cases j <;> simp [pauli, Matrix.mul_apply, Fin.sum_univ_succ]
  · intro a
    fin_cases a <;> ext i j <;> fin_cases i <;> fin_cases j <;>
      simp [pauli, Matrix.mul_apply, Fin.sum_univ_succ]

/-- Selection rule: if `S` carries a diagonal generator with real weights `w` to minus its
conjugate, then `S` has nonzero entries only between opposite weights. -/
theorem opposite_weights {n : Type*} [Fintype n] [DecidableEq n] (w : n → ℝ)
    (S : Matrix n n ℂ) (h : ConjIntertwines S (diagonal fun i => (w i : ℂ)))
    {i j : n} (hS : S i j ≠ 0) : w i + w j = 0 := by
  -- a real diagonal matrix equals its complex conjugate
  have hc : (diagonal fun i => (w i : ℂ)).map (starRingEnd ℂ)
      = diagonal fun i => (w i : ℂ) := by
    ext a b
    by_cases hab : a = b
    · subst hab
      simp
    · simp [Matrix.diagonal_apply_ne _ hab]
  unfold ConjIntertwines at h
  rw [hc] at h
  have e := congrFun (congrFun h i) j
  rw [neg_mul, Matrix.neg_apply, Matrix.mul_diagonal, Matrix.diagonal_mul] at e
  have h0 : ((w i + w j : ℝ) : ℂ) * S i j = 0 := by
    push_cast
    linear_combination e
  exact_mod_cast (mul_eq_zero.mp h0).resolve_right hS

/-- Any matrix that carries l_8 to minus its complex conjugate is zero. -/
theorem eq_zero_of_intertwines_l8 (S : Matrix (Fin 3) (Fin 3) ℂ)
    (h : ConjIntertwines S (gellMann 7)) : S = 0 := by
  have hd : gellMann 7
      = diagonal fun i => ((1 / √3 * (![1, 1, -2] : Fin 3 → ℝ) i : ℝ) : ℂ) := by
    ext i j
    fin_cases i <;> fin_cases j <;> simp [gellMann]
  rw [hd] at h
  ext i j
  by_contra hS
  have e := opposite_weights _ S h hS
  -- no two weights of l_8 add to zero
  have hw : (![1, 1, -2] : Fin 3 → ℝ) i + (![1, 1, -2] : Fin 3 → ℝ) j ≠ 0 := by
    fin_cases i <;> fin_cases j <;> norm_num
  rw [← mul_add] at e
  exact mul_ne_zero (by positivity) hw e

/-- The triplet and the antitriplet of su(3) are inequivalent: no invertible matrix carries
every Gell-Mann matrix to minus its complex conjugate. -/
theorem triplet_not_equivalent_antitriplet :
    ¬ ∃ S : Matrix (Fin 3) (Fin 3) ℂ, IsUnit S ∧ ∀ a, ConjIntertwines S (gellMann a) := by
  rintro ⟨S, hu, h⟩
  exact hu.ne_zero (eq_zero_of_intertwines_l8 S (h 7))

/-- The matrix that acts as s_y on the first two states and as the identity on the third. -/
def isospinFlip : Matrix (Fin 3) (Fin 3) ℂ :=
  !![0, -Complex.I, 0; Complex.I, 0, 0; 0, 0, 1]

/-- The isospin generators l_1, l_2, l_3 alone are no obstruction: `isospinFlip` is its own
inverse and carries each of them to minus its complex conjugate. -/
theorem isospin_self_conjugate :
    isospinFlip * isospinFlip = 1 ∧ ConjIntertwines isospinFlip (gellMann 0) ∧
      ConjIntertwines isospinFlip (gellMann 1) ∧
      ConjIntertwines isospinFlip (gellMann 2) := by
  unfold ConjIntertwines
  refine ⟨?_, ?_, ?_, ?_⟩ <;> ext i j <;> fin_cases i <;> fin_cases j <;>
    simp [isospinFlip, gellMann, Matrix.mul_apply, Fin.sum_univ_succ]

/-- For `N ≥ 3`, a matrix that carries every traceless Hermitian `N` by `N` matrix to minus
its complex conjugate is zero. -/
theorem suN_intertwiner_eq_zero {N : ℕ} (hN : 3 ≤ N) (S : Matrix (Fin N) (Fin N) ℂ)
    (h : ∀ H : Matrix (Fin N) (Fin N) ℂ, H.IsHermitian → H.trace = 0 →
      ConjIntertwines S H) : S = 0 := by
  have hN' : (3 : ℝ) ≤ N := by exact_mod_cast hN
  -- the generator with one weight 1 - N and all others 1
  let k : Fin N := ⟨0, by omega⟩
  let w : Fin N → ℝ := fun i => 1 - if i = k then (N : ℝ) else 0
  have hherm : (diagonal fun i => (w i : ℂ)).IsHermitian := by
    rw [Matrix.IsHermitian, Matrix.diagonal_conjTranspose]
    congr 1
    funext i
    exact Complex.conj_ofReal _
  have hsum : ∑ i, w i = 0 := by
    simp [w, Finset.sum_sub_distrib]
  have htr : (diagonal fun i => (w i : ℂ)).trace = 0 := by
    rw [Matrix.trace_diagonal]
    exact_mod_cast hsum
  ext i j
  by_contra hS
  have e := opposite_weights w S (h _ hherm htr) hS
  simp only [w] at e
  split_ifs at e <;> linarith

/-- Group version: a matrix `S` with `S U = conj(U) S` for every `U` in SU(3) is zero. -/
theorem SU3_intertwiner_eq_zero (S : Matrix (Fin 3) (Fin 3) ℂ)
    (h : ∀ U ∈ Matrix.specialUnitaryGroup (Fin 3) ℂ,
      S * U = U.map (starRingEnd ℂ) * S) : S = 0 := by
  have h3 : √3 * √3 = (3 : ℝ) := Real.mul_self_sqrt (by norm_num)
  -- a primitive cube root of unity
  obtain ⟨ω, h1, h2⟩ : ∃ ω : ℂ, ω ^ 2 + ω + 1 = 0 ∧ starRingEnd ℂ ω = -1 - ω := by
    refine ⟨⟨-1 / 2, √3 / 2⟩, ?_, ?_⟩
    · apply Complex.ext <;> simp [pow_two] <;> nlinarith [h3]
    · apply Complex.ext <;> simp
      norm_num
  have hn : ω * star ω = 1 := by
    have h2' : star ω = -1 - ω := h2
    rw [h2']
    linear_combination -h1
  -- the central element ω·1 belongs to SU(3)
  have hU : ω • (1 : Matrix (Fin 3) (Fin 3) ℂ) ∈ Matrix.specialUnitaryGroup (Fin 3) ℂ := by
    refine Matrix.mem_specialUnitaryGroup_iff.2 ⟨Matrix.mem_unitaryGroup_iff.2 ?_, ?_⟩
    · rw [star_smul, star_one, smul_mul_smul_comm, one_mul, hn, one_smul]
    · rw [Matrix.det_smul, Matrix.det_one, Fintype.card_fin, mul_one]
      linear_combination (ω - 1) * h1
  have hm : (ω • (1 : Matrix (Fin 3) (Fin 3) ℂ)).map (starRingEnd ℂ)
      = (-1 - ω) • (1 : Matrix (Fin 3) (Fin 3) ℂ) := by
    rw [← h2]
    ext i j
    by_cases hij : i = j <;> simp [hij]
  have e := h _ hU
  rw [hm, Matrix.mul_smul, Matrix.smul_mul, mul_one, one_mul] at e
  ext i j
  have eij := congrFun (congrFun e i) j
  simp only [Matrix.smul_apply, smul_eq_mul] at eij
  rw [Matrix.zero_apply]
  linear_combination (-(1 / 3) * (2 * ω + 1)) * eij + (4 / 3 * S i j) * h1

end

end GellMannConjugation
```

```lean
#print axioms GellMannConjugation.triplet_not_equivalent_antitriplet
#print axioms GellMannConjugation.isospin_self_conjugate
#print axioms GellMannConjugation.suN_intertwiner_eq_zero
#print axioms GellMannConjugation.SU3_intertwiner_eq_zero
```

```
'GellMannConjugation.triplet_not_equivalent_antitriplet' depends on axioms: [propext, Classical.choice, Quot.sound]
'GellMannConjugation.isospin_self_conjugate' depends on axioms: [propext, Classical.choice, Quot.sound]
'GellMannConjugation.suN_intertwiner_eq_zero' depends on axioms: [propext, Classical.choice, Quot.sound]
'GellMannConjugation.SU3_intertwiner_eq_zero' depends on axioms: [propext, Classical.choice, Quot.sound]
```

## How the lemmas fit together

`pauli_self_conjugate` and `isospin_self_conjugate` compare the matrices entry by entry.

`opposite_weights` is the weight rule. It first shows that a real diagonal matrix equals its conjugate, then takes the (i, j) entry of the relation, and `linear_combination` rearranges it to (w_i + w_j) S_ij = 0. As S_ij is nonzero, the sum must vanish.

`eq_zero_of_intertwines_l8` writes l_8 as a diagonal matrix, supposes some entry of S nonzero, and checks all nine index pairs for a contradiction. `triplet_not_equivalent_antitriplet` then needs only that an invertible matrix is not zero.

`suN_intertwiner_eq_zero` checks that its diagonal matrix is Hermitian and traceless before applying the same rule; `split_ifs` separates the possible sums.

`SU3_intertwiner_eq_zero` uses conj(ω) = −1 − ω, so each entry obeys (2ω + 1) S_ij = 0. Because ω² + ω + 1 = 0 gives (2ω + 1)² = −3, multiplying by −(2ω + 1)/3 leaves S_ij = 0. This is the last `linear_combination`.
